# Transition frequencies do not fix the sign of an isotropic hyperfine coupling between two spins one-half

For an electron spin \(S\) and a nuclear spin \(I\), both one-half, the Hamiltonian

\[ H(a)=a\,\mathbf S\cdot\mathbf I+B\,S_z \]

with \(\hbar=1\), a real coupling \(a\) and a real electron Zeeman splitting \(B\), has the levels \(a/4\pm B/2\) and \(-a/4\pm\tfrac12\sqrt{a^2+B^2}\). The levels of \(H(-a)\) are the negatives of these, so \(a\) and \(-a\) give the same transition frequencies at every field. In this isotropic two-spin model, agreement with measured frequencies therefore cannot confirm the sign of a hyperfine constant computed by, say, relativistic density functional theory.

In Lean 4 with Mathlib:

```lean
import Mathlib

open Matrix
open scoped Kronecker

namespace HyperfineSign

noncomputable section
```

## Spins, levels and frequencies

With \(\hbar=1\), each spin component is half a Pauli matrix.

```lean
/-- The x component of a spin one-half, with ħ = 1. -/
def sx : Matrix (Fin 2) (Fin 2) ℂ := !![0, 1/2; 1/2, 0]

/-- The y component of a spin one-half, with ħ = 1. -/
def sy : Matrix (Fin 2) (Fin 2) ℂ := !![0, -Complex.I/2; Complex.I/2, 0]

/-- The z component of a spin one-half, with ħ = 1. -/
def sz : Matrix (Fin 2) (Fin 2) ℂ := !![1/2, 0; 0, -1/2]
```

In the Kronecker products the electron is the first factor. The parameter `B` is the electron Zeeman splitting, an energy that absorbs the \(g\)-factor and the Bohr magneton. The model has no nuclear Zeeman term and no anisotropic coupling.

```lean
/-- The Hamiltonian `a S·I + B S_z`; the first factor is the electron spin `S`,
the second the nuclear spin `I`. -/
def hamiltonian (a B : ℝ) : Matrix (Fin 2 × Fin 2) (Fin 2 × Fin 2) ℂ :=
  (a : ℂ) • (sx ⊗ₖ sx + sy ⊗ₖ sy + sz ⊗ₖ sz) + (B : ℂ) • (sz ⊗ₖ 1)
```

A level is a real \(E\) for which \(Hv=Ev\) has a solution \(v\neq0\).

```lean
/-- `E` is an energy level: the Hamiltonian has a nonzero eigenvector with eigenvalue `E`. -/
def IsLevel (a B E : ℝ) : Prop :=
  ∃ v : Fin 2 × Fin 2 → ℂ, v ≠ 0 ∧ hamiltonian a B *ᵥ v = (E : ℂ) • v
```

A transition frequency is \(|E-E'|\) for any two levels. No selection rule is imposed, and the set carries neither intensities nor assignments.

```lean
/-- The set of all distances `|E - E'|` between energy levels, zero included. -/
def transitionFrequencies (a B : ℝ) : Set ℝ :=
  {ω | ∃ E E' : ℝ, IsLevel a B E ∧ IsLevel a B E' ∧ ω = |E - E'|}
```

The product states are numbered \(\uparrow\uparrow,\uparrow\downarrow,\downarrow\uparrow,\downarrow\downarrow\).

```lean
/-- The numbering of the four product states: up-up, up-down, down-up, down-down. -/
def pairIndex : Fin 4 ≃ Fin 2 × Fin 2 where
  toFun := ![(0, 0), (0, 1), (1, 0), (1, 1)]
  invFun := fun p => (![![0, 1], ![2, 3]] : Fin 2 → Fin 2 → Fin 4) p.1 p.2
  left_inv := by intro i; fin_cases i <;> rfl
  right_inv := by rintro ⟨i, j⟩; fin_cases i <;> fin_cases j <;> rfl
```

Exchanging up and down is the matrix \(\sigma_x\) for one spin, and \(F=\sigma_x\otimes\sigma_x\) for both.

```lean
/-- The matrix that exchanges up and down for one spin. -/
def flipOne : Matrix (Fin 2) (Fin 2) ℂ := !![0, 1; 1, 0]

/-- The operator that exchanges up and down for both spins. -/
def spinFlip : Matrix (Fin 2 × Fin 2) (Fin 2 × Fin 2) ℂ := flipOne ⊗ₖ flipOne
```

## The four levels

The terms \(S_xI_x\) and \(S_yI_y\) cancel between \(\uparrow\uparrow\) and \(\downarrow\downarrow\), and add to \(\tfrac12\) between \(\uparrow\downarrow\) and \(\downarrow\uparrow\). The outer states thus have energies \(a/4\pm B/2\), while the middle two form the block

\[ \begin{pmatrix}-a/4+B/2&a/2\\a/2&-a/4-B/2\end{pmatrix}. \]

Its secular determinant is \((x+a/4)^2-B^2/4-a^2/4\), so in total

\[ \det(x-H(a))=\Big[(x-\tfrac a4)^2-\tfrac{B^2}4\Big]\Big[(x+\tfrac a4)^2-\tfrac{a^2+B^2}4\Big]. \]

In the proof, `hJ` and `key` make the product of the \(y\) components real, `h` is the reordered \(4\times4\) matrix, and expansion along rows gives the determinant.

```lean
/-- The secular determinant is a product of two quadratic factors in the energy `x`. -/
theorem secular (a B : ℝ) (x : ℂ) :
    (x • (1 : Matrix (Fin 2 × Fin 2) (Fin 2 × Fin 2) ℂ) - hamiltonian a B).det =
      ((x - a/4)^2 - B^2/4) * ((x + a/4)^2 - (a^2 + B^2)/4) := by
  -- the product of the two y components is real
  have hJ : sy = Complex.I • !![0, -1/2; 1/2, 0] := by
    ext i j
    fin_cases i <;> fin_cases j <;> simp [sy] <;> ring
  have key : ∀ J : Matrix (Fin 2) (Fin 2) ℂ,
      (Complex.I • J) ⊗ₖ (Complex.I • J) = -(J ⊗ₖ J) := by
    intro J
    ext ⟨i, i'⟩ ⟨j, j'⟩
    simp only [kroneckerMap_apply, Matrix.neg_apply, Matrix.smul_apply, smul_eq_mul]
    linear_combination (J i j * J i' j') * Complex.I_sq
  -- in the numbered product basis only up-down and down-up are mixed
  have h : (x • (1 : Matrix (Fin 2 × Fin 2) (Fin 2 × Fin 2) ℂ)
      - hamiltonian a B).submatrix pairIndex pairIndex =
      !![x - a/4 - B/2, 0, 0, 0;
         0, x + a/4 - B/2, -a/2, 0;
         0, -a/2, x + a/4 + B/2, 0;
         0, 0, 0, x - a/4 + B/2] := by
    unfold hamiltonian
    rw [hJ, key]
    ext i j
    fin_cases i <;> fin_cases j <;>
      simp [pairIndex, sx, sz, -mul_eq_zero, -zero_eq_mul] <;> ring
  rw [← Matrix.det_submatrix_equiv_self pairIndex, h]
  simp [Matrix.det_succ_row_zero, Fin.sum_univ_succ, Fin.succAbove]
  ring
```

A nonzero solution of \((E-H)v=0\) exists exactly when this determinant vanishes, which is `hdet`. The first bracket vanishes at \(E=a/4\pm B/2\), the second at \(E=-a/4\pm\tfrac12\sqrt{a^2+B^2}\). The identity `hf` writes out the four linear factors, using that the root squares to \(a^2+B^2\).

```lean
/-- The energy levels are `a/4 ± B/2` and `-a/4 ± √(a² + B²)/2`, and there are no others. -/
theorem isLevel_iff (a B E : ℝ) :
    IsLevel a B E ↔ E = a/4 + B/2 ∨ E = a/4 - B/2 ∨
      E = -a/4 + √(a^2 + B^2)/2 ∨ E = -a/4 - √(a^2 + B^2)/2 := by
  have hdet : IsLevel a B E ↔
      ((E : ℂ) • (1 : Matrix (Fin 2 × Fin 2) (Fin 2 × Fin 2) ℂ)
        - hamiltonian a B).det = 0 := by
    rw [← Matrix.exists_mulVec_eq_zero_iff]
    unfold IsLevel
    simp only [Matrix.sub_mulVec, Matrix.smul_mulVec, Matrix.one_mulVec, sub_eq_zero]
    constructor
    · rintro ⟨v, hv, h⟩
      exact ⟨v, hv, h.symm⟩
    · rintro ⟨v, hv, h⟩
      exact ⟨v, hv, h.symm⟩
  have hs : √(a^2 + B^2)^2 = a^2 + B^2 := Real.sq_sqrt (by positivity)
  -- the secular polynomial splits into four linear factors
  have hf : ((E - a/4)^2 - B^2/4) * ((E + a/4)^2 - (a^2 + B^2)/4) =
      (E - (a/4 + B/2)) * ((E - (a/4 - B/2)) *
        ((E - (-a/4 + √(a^2 + B^2)/2)) * (E - (-a/4 - √(a^2 + B^2)/2)))) := by
    linear_combination (((E - a/4)^2 - B^2/4)/4) * hs
  have hc : (((E : ℂ) - a/4)^2 - B^2/4) * (((E : ℂ) + a/4)^2 - (a^2 + B^2)/4) =
      ((((E - a/4)^2 - B^2/4) * ((E + a/4)^2 - (a^2 + B^2)/4) : ℝ) : ℂ) := by
    simp
  rw [hdet, secular, hc, Complex.ofReal_eq_zero, hf]
  simp only [mul_eq_zero, sub_eq_zero]
```

## Flipping both spins

Conjugation by \(\sigma_x\) keeps \(s_x\) and reverses \(s_y\) and \(s_z\). Each product in \(\mathbf S\cdot\mathbf I\) is unchanged, because its two signs cancel, but \(S_z\) is reversed:

\[ F\,H(a)\,F=a\,\mathbf S\cdot\mathbf I-B\,S_z=-H(-a). \]

The lemmas `hx`, `hy` and `hz` are the one-spin rules; `key` applies them to each factor.

```lean
/-- Flipping both spins turns `H(a)` into `-H(-a)` at the same field. -/
theorem spinFlip_conj (a B : ℝ) :
    spinFlip * hamiltonian a B * spinFlip = -hamiltonian (-a) B := by
  have key : ∀ A C : Matrix (Fin 2) (Fin 2) ℂ, spinFlip * (A ⊗ₖ C) * spinFlip =
      (flipOne * A * flipOne) ⊗ₖ (flipOne * C * flipOne) := by
    intro A C
    simp only [spinFlip, Matrix.mul_kronecker_mul]
  -- the flip keeps the x component and reverses the y and z components
  have hx : flipOne * sx * flipOne = sx := by
    ext i j
    fin_cases i <;> fin_cases j <;> simp [flipOne, sx, Matrix.mul_apply, Fin.sum_univ_succ]
  have hy : flipOne * sy * flipOne = -sy := by
    ext i j
    fin_cases i <;> fin_cases j <;>
      simp [flipOne, sy, Matrix.mul_apply, Fin.sum_univ_succ] <;> ring
  have hz : flipOne * sz * flipOne = -sz := by
    ext i j
    fin_cases i <;> fin_cases j <;>
      simp [flipOne, sz, Matrix.mul_apply, Fin.sum_univ_succ] <;> ring
  have h1 : flipOne * 1 * flipOne = 1 := by
    ext i j
    fin_cases i <;> fin_cases j <;> simp [flipOne, Matrix.mul_apply, Fin.sum_univ_succ]
  unfold hamiltonian
  simp only [Matrix.mul_add, Matrix.add_mul, Matrix.mul_smul, Matrix.smul_mul,
    key, hx, hy, hz, h1]
  ext ⟨i, i'⟩ ⟨j, j'⟩
  simp only [Matrix.add_apply, Matrix.neg_apply, Matrix.smul_apply, kroneckerMap_apply,
    smul_eq_mul, Complex.ofReal_neg]
  ring
```

Since \(F^2=1\), this gives \(H(a)F=-F\,H(-a)\). If \(H(-a)v=Ev\), then

\[ H(a)Fv=-F\,H(-a)v=-E\,Fv, \]

and \(Fv\neq0\) because \(F(Fv)=v\). So \(-E\) is a level of \(H(a)\). The converse is the same statement with \(-a\) and \(-E\) put in.

```lean
/-- `E` is a level of `H(-a)` exactly when `-E` is a level of `H(a)`. -/
theorem isLevel_neg (a B E : ℝ) : IsLevel (-a) B E ↔ IsLevel a B (-E) := by
  have hsq : spinFlip * spinFlip = 1 := by
    have h : flipOne * flipOne = 1 := by
      ext i j
      fin_cases i <;> fin_cases j <;> simp [flipOne, Matrix.mul_apply, Fin.sum_univ_succ]
    rw [spinFlip, ← Matrix.mul_kronecker_mul, h, Matrix.one_kronecker_one]
  -- the flipped eigenvector belongs to the opposite energy
  have fwd : ∀ a E : ℝ, IsLevel (-a) B E → IsLevel a B (-E) := by
    rintro a E ⟨v, hv, h⟩
    have hc : hamiltonian a B * spinFlip = -(spinFlip * hamiltonian (-a) B) := by
      calc hamiltonian a B * spinFlip
          = spinFlip * spinFlip * (hamiltonian a B * spinFlip) := by rw [hsq, one_mul]
        _ = spinFlip * (spinFlip * hamiltonian a B * spinFlip) := by simp only [mul_assoc]
        _ = -(spinFlip * hamiltonian (-a) B) := by rw [spinFlip_conj, mul_neg]
    refine ⟨spinFlip *ᵥ v, ?_, ?_⟩
    · intro h0
      apply hv
      rw [← Matrix.one_mulVec v, ← hsq, ← Matrix.mulVec_mulVec, h0, Matrix.mulVec_zero]
    · rw [Matrix.mulVec_mulVec, hc, Matrix.neg_mulVec, ← Matrix.mulVec_mulVec, h,
        Matrix.mulVec_smul, Complex.ofReal_neg, neg_smul]
  constructor
  · exact fwd a E
  · intro h
    have h' := fwd (-a) (-E) (by rwa [neg_neg])
    rwa [neg_neg] at h'
```

Multiplicities follow from the secular determinant: replacing \(a\) by \(-a\) has the same effect as replacing \(x\) by \(-x\), since the two brackets contain only the squares of \(x\mp a/4\), \(a\) and \(B\).

```lean
/-- The secular determinant of `H(-a)` at `x` equals that of `H(a)` at `-x`, at the same field. -/
theorem secular_neg (a B : ℝ) (x : ℂ) :
    (x • (1 : Matrix (Fin 2 × Fin 2) (Fin 2 × Fin 2) ℂ) - hamiltonian (-a) B).det =
      ((-x) • (1 : Matrix (Fin 2 × Fin 2) (Fin 2 × Fin 2) ℂ) - hamiltonian a B).det := by
  rw [secular, secular, Complex.ofReal_neg]
  ring
```

## What the frequencies hide

Negating both levels leaves their distance alone, \(|(-E)-(-E')|=|E-E'|\). This gives one inclusion between the frequency sets, and exchanging \(a\) and \(-a\) gives the other.

```lean
/-- The hyperfine constants `a` and `-a` give the same set of transition frequencies
at every field. -/
theorem transitionFrequencies_neg (a B : ℝ) :
    transitionFrequencies (-a) B = transitionFrequencies a B := by
  have sub : ∀ a : ℝ, transitionFrequencies (-a) B ⊆ transitionFrequencies a B := by
    rintro a ω ⟨E, E', h, h', rfl⟩
    refine ⟨-E, -E', (isLevel_neg a B E).1 h, (isLevel_neg a B E').1 h', ?_⟩
    rw [show -E - -E' = -(E - E') by ring, abs_neg]
  apply Set.Subset.antisymm (sub a)
  have h := sub (-a)
  rwa [neg_neg] at h
```

Let a rule `D` read the whole function that assigns to each field its frequency set, and suppose that it holds exactly for \(a>0\) whenever \(a\neq0\). It must accept \(a=1\). The data for \(a=-1\) are identical, so it accepts \(-1\) as well, a contradiction.

```lean
/-- No criterion that reads only the sets of transition frequencies, even at all fields,
tells positive from negative hyperfine constants. -/
theorem sign_undecidable_from_frequencies :
    ¬ ∃ D : (ℝ → Set ℝ) → Prop,
      ∀ a : ℝ, a ≠ 0 → (D (fun B => transitionFrequencies a B) ↔ 0 < a) := by
  rintro ⟨D, hD⟩
  have hpos := (hD 1 one_ne_zero).2 one_pos
  have heq : (fun B => transitionFrequencies (-1) B) =
      fun B => transitionFrequencies 1 B := funext (transitionFrequencies_neg 1)
  have hneg := (hD (-1) (by norm_num)).1 (by rw [heq]; exact hpos)
  linarith
```

The flip argument also extends by hand to a nuclear Zeeman term \(C\,I_z\) with fixed \(C\): \(F\) reverses \(I_z\) too, so \(F\,H(a)\,F=-H(-a)\) still holds and the frequencies again hide the sign.

## What the level positions reveal

Level positions, measured from the zero of energy of \(H\) and counted with multiplicity, do determine \(a\). Write \(p_a(x)\) for the secular determinant. Expanding it gives

\[ p_a(x)-p_a(-x)=\tfrac14a^3x, \]

in which \(B\) has dropped out. If two secular determinants agree for all \(x\), then \(a^3=a'^3\), and \(a=a'\) because the real cube is strictly increasing. The fields \(B\) and \(B'\) need not be known to agree. The proof uses only \(x=1\) and \(x=-1\).

```lean
/-- Two Hamiltonians with the same secular determinant at all energies have the same
hyperfine constant, sign included, whatever their fields. -/
theorem coupling_eq_of_secular_eq (a a' B B' : ℝ)
    (h : ∀ x : ℂ,
      (x • (1 : Matrix (Fin 2 × Fin 2) (Fin 2 × Fin 2) ℂ) - hamiltonian a B).det =
      (x • (1 : Matrix (Fin 2 × Fin 2) (Fin 2 × Fin 2) ℂ) - hamiltonian a' B').det) :
    a = a' := by
  have h1 := h 1
  have h2 := h (-1)
  simp only [secular] at h1 h2
  -- the odd part of the secular polynomial contains only the cube of the coupling
  have hc : (a : ℂ)^3 = (a' : ℂ)^3 := by linear_combination 4 * h1 - 4 * h2
  have h3 : a^3 = a'^3 := by exact_mod_cast hc
  exact (Odd.strictMono_pow (by decide : Odd 3)).injective h3

end

end HyperfineSign
```

```lean
#print axioms HyperfineSign.isLevel_iff
-- 'HyperfineSign.isLevel_iff' depends on axioms: [propext, Classical.choice, Quot.sound]
#print axioms HyperfineSign.secular_neg
-- 'HyperfineSign.secular_neg' depends on axioms: [propext, Classical.choice, Quot.sound]
#print axioms HyperfineSign.sign_undecidable_from_frequencies
-- 'HyperfineSign.sign_undecidable_from_frequencies' depends on axioms: [propext, Classical.choice, Quot.sound]
#print axioms HyperfineSign.coupling_eq_of_secular_eq
-- 'HyperfineSign.coupling_eq_of_secular_eq' depends on axioms: [propext, Classical.choice, Quot.sound]
```
